# On a line with local dimension at least two, the swap of sites $i<j$ is a product of $2(j-i)-1$ nearest-neighbour swaps and of no fewer

Take three qubits on a line, at sites 0, 1 and 2, and exchange the two end qubits using only swaps of neighbours. Write $S_{ij}$ for the swap of sites $i$ and $j$. Starting from the basis state $|a\,b\,c\rangle$, three gates do it:

$$|a\,b\,c\rangle \xrightarrow{S_{12}} |a\,c\,b\rangle \xrightarrow{S_{01}} |c\,a\,b\rangle \xrightarrow{S_{12}} |c\,b\,a\rangle .$$

To see that two gates are too few, follow the contents $a$ and $c$ as two labelled tokens. The position of $a$ minus the position of $c$ must go from $-2$ to $+2$. The value $0$ never occurs, because two tokens cannot share a site, so the available values are $-2,-1,1,2$. One gate moves at most one place along this list, and the step from $-1$ to $1$ is the gate in which the tokens pass each other. Three steps are needed.

The same count for sites $i<j$ on a line of $N$ sites gives $2(j-i)-1$. Exchanging site 0 with site $k$ therefore takes $2k-1$ gates. In matrix-product-state simulation and in compiling circuits for a chain of qubits, distant sites are often brought together by swaps of neighbours. The result gives the least number of gates for a complete exchange, with every other site left as it was, when the circuit consists of such swaps alone.

```lean
import Mathlib

namespace SwapOnALine
```

## States, swaps and circuits

Let each site have $d$ basis states, labelled $0,\dots,d-1$. A configuration $s$ assigns a label $s_x$ to every site $x$, and a state is a list of amplitudes $\psi(s)$, the coefficients in

$$|\psi\rangle=\sum_s \psi(s)\,|s_0 s_1\cdots s_{N-1}\rangle .$$

In Lean, sites are elements of `Fin N` and labels are elements of `Fin d`, both counted from zero. `State N d` is the whole vector space of amplitude functions, so its elements need not be normalised.

```lean
/-- A state of `N` sites of local dimension `d`: one complex amplitude for each configuration. -/
abbrev State (N d : ℕ) := (Fin N → Fin d) → ℂ
```

Gates are linear maps of this space to itself. Their product is composition, with the rightmost factor acting first.

```lean
/-- Linear operators on the states of the line. -/
abbrev Op (N d : ℕ) := Module.End ℂ (State N d)
```

A permutation $\sigma$ of the sites acts by relabelling configurations:

$$(P_\sigma\psi)(s)=\psi(s\circ\sigma),\qquad (s\circ\sigma)_x=s_{\sigma(x)} .$$

With this convention, whatever was on site $x$ ends up on site $\sigma(x)$.

```lean
variable {N d : ℕ}

/-- The operator of a site permutation `σ`: the new amplitude of a configuration `s` is the
old amplitude of `s ∘ σ`. -/
def permOp (σ : Equiv.Perm (Fin N)) : Op N d where
  toFun ψ := fun s => ψ (s ∘ σ)
  map_add' _ _ := rfl
  map_smul' _ _ := rfl
```

The swap operator $S_{ij}$ is $P_\sigma$ for the transposition $\sigma=(i\;j)$. It carries no fermionic sign: the sites are distinguishable tensor factors, not fermionic modes, whose exchange can bring a factor $-1$ that depends on the occupations of the two modes and of those between them.

```lean
/-- The swap operator of the sites `i` and `j`. -/
def swapOp (i j : Fin N) : Op N d := permOp (Equiv.swap i j)
```

Product states give a check on this definition. If site $x$ is in the local state $\varphi_x$, the joint amplitude is $\prod_x\varphi_x(s_x)$.

```lean
/-- The product state with local state `φ x` on site `x`. -/
def productState (φ : Fin N → Fin d → ℂ) : State N d := fun s => ∏ x, φ x (s x)
```

A nearest-neighbour swap is $S_{ab}$ with $b=a+1$. The line is open, so sites $N-1$ and $0$ do not count as neighbours through a periodic bond.

```lean
/-- A nearest-neighbour swap: the swap operator of two adjacent sites. -/
def IsNeighbourSwap (G : Op N d) : Prop :=
  ∃ a b : Fin N, (a : ℕ) + 1 = (b : ℕ) ∧ G = swapOp a b
```

A circuit is a finite list of nearest-neighbour swaps, and its length is the number of gates in the list. For an operator $G$, the set `circuitLengths G` contains every length $m$ for which some circuit has product exactly $G$. The lengths are recorded as integers so that the subtraction in $2(j-i)-1$ is ordinary subtraction. Gates that could be executed in parallel are still counted separately, so this is a gate count and not a circuit depth.

```lean
/-- The numbers of gates with which `G` can be written as a product of nearest-neighbour
swaps. -/
def circuitLengths (G : Op N d) : Set ℤ :=
  {m | ∃ L : List (Op N d), (L.length : ℤ) = m ∧ (∀ g ∈ L, IsNeighbourSwap g) ∧ L.prod = G}
```

The last definition is the quantity followed in the three-qubit example, with the gap at zero closed up. For tokens at distinct positions $p$ and $q$, put

$$D(p,q)=\begin{cases}p-q, & p<q,\\ p-q-1, & p>q.\end{cases}$$

The values $\dots,-2,-1,1,2,\dots$ of $p-q$ become the consecutive integers $\dots,-2,-1,0,1,\dots$. Lean calls this `offset`; the name is local to this development.

```lean
/-- The signed separation of two tokens at distinct positions `p` and `q`, counted so that
passing each other is a single step. -/
def offset (p q : Fin N) : ℤ :=
  if p < q then ((p : ℕ) : ℤ) - ((q : ℕ) : ℤ) else ((p : ℕ) : ℤ) - ((q : ℕ) : ℤ) - 1
```

## The swap exchanges local states

Apply $S_{ij}$ to a product state and write $\sigma=(i\;j)$. Renaming the product index by $y=\sigma(x)$, and using $\sigma^{-1}=\sigma$, gives

$$\prod_x\varphi_x(s_{\sigma(x)})=\prod_y\varphi_{\sigma(y)}(s_y).$$

The result is the product state in which $\varphi_i$ and $\varphi_j$ have changed places, as a swap gate should produce. In the proof, `Fintype.prod_equiv` performs the change of index.

```lean
/-- The swap operator exchanges the local states of sites `i` and `j` in a product state. -/
theorem swapOp_productState (i j : Fin N) (φ : Fin N → Fin d → ℂ) :
    swapOp i j (productState φ) = productState (φ ∘ Equiv.swap i j) := by
  funext s
  change ∏ x, φ x (s (Equiv.swap i j x)) = ∏ x, φ (Equiv.swap i j x) (s x)
  refine Fintype.prod_equiv (Equiv.swap i j) _ _ (fun x => ?_)
  simp
```

## Permutation operators compose like permutations

For two site permutations $\sigma$ and $\tau$,

$$(P_\sigma P_\tau\psi)(s)=(P_\tau\psi)(s\circ\sigma)=\psi(s\circ\sigma\circ\tau)=(P_{\sigma\tau}\psi)(s).$$

Both sides are the same expression once the definitions are unfolded, so `rfl` closes the proof.

```lean
/-- Permutation operators multiply as the permutations do. -/
theorem permOp_mul (σ τ : Equiv.Perm (Fin N)) :
    (permOp (σ * τ) : Op N d) = permOp σ * permOp τ :=
  LinearMap.ext fun _ => funext fun _ => rfl
```

## Two levels per site reveal the permutation

Counting token moves constrains operators only if the operator determines where the tokens went. Suppose $P_\sigma=P_\tau$ but $\sigma(x)\neq\tau(x)$ for some site $x$. Take the state with amplitudes $\psi(t)=t_x$, and the configuration $s$ that has label 1 on site $\sigma(x)$ and label 0 elsewhere. Then

$$(P_\sigma\psi)(s)=s_{\sigma(x)}=1,\qquad (P_\tau\psi)(s)=s_{\tau(x)}=0,$$

which is a contradiction. The label 1 exists because $d\ge2$. The state $\psi$ is not normalised; its norm is $c=\sqrt{d^N(d-1)(2d-1)/6}$, and for $\psi/c$ the two amplitudes are $1/c$ and $0$.

The Lean proof evaluates the assumed equality of operators on this $\psi$ and this $s$, and `simp` reduces the result to $1=0$.

```lean
/-- For local dimension at least two, different site permutations give different operators. -/
theorem permOp_injective (hd : 2 ≤ d) :
    Function.Injective (permOp : Equiv.Perm (Fin N) → Op N d) := by
  intro σ τ h
  refine Equiv.ext fun x => ?_
  by_contra hne
  have hne' : τ x ≠ σ x := fun e => hne e.symm
  -- a single excitation on site `σ x` tells the two operators apart
  let s : Fin N → Fin d := fun y => if y = σ x then ⟨1, by omega⟩ else ⟨0, by omega⟩
  have h1 := congrFun (LinearMap.congr_fun h (fun t => ((t x : ℕ) : ℂ))) s
  change ((s (σ x) : ℕ) : ℂ) = ((s (τ x) : ℕ) : ℂ) at h1
  simp [s, hne'] at h1
```

## One gate raises the offset by at most one

Let a gate exchange the adjacent sites $a$ and $b=a+1$, and let the tokens be at $p\neq q$.

- If neither token is on $a$ or $b$, nothing changes.
- If exactly one token is on $a$ or $b$, it moves by one site. The other token is on neither of these sites, so the order of the two is preserved and $D$ changes by $\pm1$.
- If the tokens occupy both sites, they pass each other. For $p=a$, $q=b$ the offset goes from $-1$ to $0$; for $p=b$, $q=a$ it goes from $0$ to $-1$.

In every case $D$ increases by at most one. The Lean proof unfolds the offset and the transposition, `split_ifs` separates the cases, and `omega` settles the integer inequality in each.

```lean
/-- Exchanging two adjacent sites raises the offset of two tokens at distinct positions by at
most one. -/
theorem offset_step {a b p q : Fin N} (hab : (a : ℕ) + 1 = (b : ℕ)) (hpq : p ≠ q) :
    offset (Equiv.swap a b p) (Equiv.swap a b q) ≤ offset p q + 1 := by
  have hv : (p : ℕ) ≠ (q : ℕ) := fun e => hpq (Fin.ext e)
  simp only [offset, Equiv.swap_apply_def, Fin.lt_def, Fin.ext_iff]
  split_ifs <;> omega
```

## A circuit of $m$ gates raises it by at most $m$

By the composition rule, a product of nearest-neighbour swaps is $P_\pi$ for some site permutation $\pi$. Adding up the single-gate bounds gives, for all $p\neq q$,

$$D(\pi(p),\pi(q))\le D(p,q)+m,$$

where $m$ is the number of gates.

The proof is an induction on the list. The empty circuit is the identity, with $\pi=1$ and $m=0$. A gate $S_{ab}$ placed at the front of the list acts last and replaces $\pi$ by $(a\;b)\,\pi$. The tokens are then at $\pi(p)$ and $\pi(q)$, which are still distinct because $\pi$ is injective, so the single-gate bound applies to them. `linarith` adds it to the induction hypothesis.

```lean
/-- A product of nearest-neighbour swaps is the operator of a site permutation that raises the
offset of any two tokens at distinct positions by at most the number of gates. -/
theorem circuit_offset (L : List (Op N d)) (hL : ∀ g ∈ L, IsNeighbourSwap g) :
    ∃ π : Equiv.Perm (Fin N), L.prod = permOp π ∧
      ∀ p q, p ≠ q → offset (π p) (π q) ≤ offset p q + (L.length : ℤ) := by
  induction L with
  | nil => exact ⟨1, LinearMap.ext fun _ => funext fun _ => rfl, fun p q _ => by simp⟩
  | cons g L ih =>
    obtain ⟨π, hπ, hb⟩ := ih fun g' hg' => hL g' (List.mem_cons_of_mem _ hg')
    obtain ⟨a, b, hab, hg⟩ := hL g List.mem_cons_self
    refine ⟨Equiv.swap a b * π, ?_, fun p q hpq => ?_⟩
    · rw [List.prod_cons, hπ, hg, permOp_mul, swapOp]
    · have h1 := offset_step hab (fun e => hpq (π.injective e) : π p ≠ π q)
      have h2 := hb p q hpq
      rw [Equiv.Perm.mul_apply, Equiv.Perm.mul_apply, List.length_cons]
      push_cast
      linarith
```

## A circuit that reaches the bound

Let $n$ sites lie between $i$ and $j$, so that $j=i+n+1$. For $n=0$ the swap $S_{ij}$ is itself a gate. For a larger separation, let $c=j-1$ be the left neighbour of $j$. Then

$$S_{ij}=S_{cj}\,S_{ic}\,S_{cj}.$$

The first gate brings the content of $j$ to $c$, the middle factor exchanges it with the content of $i$, and the last gate carries what came from $i$ on to $j$. The content of $c$ waits on $j$ in between and returns. The middle factor spans one site fewer, so each additional site costs two gates, and the total is $2n+1=2(j-i)-1$.

The induction on $n$ builds this list explicitly: the shorter circuit `L` is placed between two copies of `swapOp c j`. The three-factor identity comes from the corresponding identity for transpositions, `Equiv.swap_mul_swap_mul_swap`, carried over to operators by `permOp_mul`.

```lean
/-- Two sites with `n` sites between them can be swapped by `2n + 1` nearest-neighbour
swaps. -/
theorem exists_circuit (n : ℕ) (i j : Fin N) (hij : (i : ℕ) + n + 1 = (j : ℕ)) :
    ∃ L : List (Op N d), L.length = 2 * n + 1 ∧ (∀ g ∈ L, IsNeighbourSwap g) ∧
      L.prod = swapOp i j := by
  induction n generalizing j with
  | zero =>
    refine ⟨[swapOp i j], rfl, fun g hg => ?_, List.prod_singleton⟩
    exact ⟨i, j, by omega, List.mem_singleton.mp hg⟩
  | succ n ih =>
    have hj := j.isLt
    let c : Fin N := ⟨(i : ℕ) + n + 1, by omega⟩
    have hc : (c : ℕ) = (i : ℕ) + n + 1 := rfl
    obtain ⟨L, hlen, hL, hprod⟩ := ih c hc.symm
    have hcj : IsNeighbourSwap (swapOp c j : Op N d) := ⟨c, j, by omega, rfl⟩
    refine ⟨swapOp c j :: (L ++ [swapOp c j]), ?_, fun g hg => ?_, ?_⟩
    · simp only [List.length_cons, List.length_append, List.length_nil, hlen]
      omega
    · rcases List.mem_cons.mp hg with h | h
      · exact h ▸ hcj
      · rcases List.mem_append.mp h with h | h
        · exact hL g h
        · exact (List.mem_singleton.mp h) ▸ hcj
    · -- conjugating the swap of `i` and `c` by the swap of `c` and `j` gives the swap of `i` and `j`
      have hic : i ≠ c := fun e => by
        have := congrArg Fin.val e
        omega
      have hij' : i ≠ j := fun e => by
        have := congrArg Fin.val e
        omega
      rw [List.prod_cons, List.prod_append, List.prod_singleton, hprod, ← mul_assoc]
      simp only [swapOp]
      rw [← permOp_mul, ← permOp_mul, Equiv.swap_mul_swap_mul_swap hic hij',
        Equiv.swap_comm]
```

## The minimum for any two sites

Suppose $m$ nearest-neighbour swaps multiply to $S_{ij}$, with $i<j$ and $d\ge2$. Their product is $P_\pi$ for some $\pi$, and since the operator determines the permutation, $\pi=(i\;j)$. The token from $i$ ends at $j$ and the token from $j$ ends at $i$. Their offset is $D(i,j)=i-j$ before and $D(j,i)=j-i-1$ after, so

$$j-i-1\le (i-j)+m,\qquad\text{that is,}\qquad m\ge 2(j-i)-1 .$$

The theorem `swap_cost` combines this with the explicit circuit. `IsLeast` says that the number $2(j-i)-1$ belongs to the set of circuit lengths and that no member of the set is smaller. The two halves of the proof supply these two facts in that order.

The theorem counts circuits built only from nearest-neighbour swaps, and it gives no lower bound for circuits that may also use other two-site gates.

```lean
/-- For local dimension at least two and sites `i < j`, the least number of nearest-neighbour
swaps whose product is the swap of `i` and `j` is `2(j - i) - 1`. -/
theorem swap_cost (hd : 2 ≤ d) {i j : Fin N} (hij : i < j) :
    IsLeast (circuitLengths (swapOp i j : Op N d))
      (2 * (((j : ℕ) : ℤ) - ((i : ℕ) : ℤ)) - 1) := by
  have hv : (i : ℕ) < (j : ℕ) := hij
  constructor
  · obtain ⟨L, hlen, hL, hprod⟩ :=
      exists_circuit (d := d) ((j : ℕ) - (i : ℕ) - 1) i j (by omega)
    exact ⟨L, by omega, hL, hprod⟩
  · rintro m ⟨L, rfl, hL, hprod⟩
    obtain ⟨π, hπ, hb⟩ := circuit_offset L hL
    have hσ : π = Equiv.swap i j := permOp_injective hd (hπ.symm.trans hprod)
    -- compare the offset of the two tokens before and after the exchange
    have h := hb i j hij.ne
    rw [hσ, Equiv.swap_apply_left, Equiv.swap_apply_right, offset, offset,
      if_neg (not_lt_of_ge hij.le), if_pos hij] at h
    linarith
```

## The minimum from the end of the line

Setting $i=0$ and $j=k$, with $1\le k<N$, gives $2k-1$. The smallest case is $k=1$, where the swap is a single gate; $k=2$ is the three-gate exchange of the opening example.

```lean
/-- For local dimension at least two and `1 ≤ k < N`, the swap of sites `0` and `k` is a product
of `2k - 1` nearest-neighbour swaps and of no smaller number of them. -/
theorem swap_zero_cost (hd : 2 ≤ d) {k : ℕ} (hk : 1 ≤ k) (hkN : k < N) :
    IsLeast (circuitLengths (swapOp ⟨0, by omega⟩ ⟨k, hkN⟩ : Op N d)) (2 * (k : ℤ) - 1) := by
  have hlt : (⟨0, by omega⟩ : Fin N) < ⟨k, hkN⟩ := Fin.mk_lt_mk.mpr (by omega)
  simpa using swap_cost hd hlt
```

## One level per site costs nothing

If $d=1$, the line has only one configuration. Relabelling sites leaves it unchanged, so every swap operator is the identity and equals the empty product. The minimum is then zero, whereas $2(j-i)-1\ge1$ for $i<j$, so the formula fails at $d=1$. In the proof, `Subsingleton.elim` identifies the configuration before relabelling with the one after it.

```lean
/-- For local dimension one, every swap operator is a product of zero nearest-neighbour
swaps. -/
theorem swap_cost_dim_one (i j : Fin N) : 0 ∈ circuitLengths (swapOp i j : Op N 1) :=
  ⟨[], rfl, fun _ hg => absurd hg List.not_mem_nil,
    LinearMap.ext fun ψ => funext fun _ => congrArg ψ (Subsingleton.elim _ _)⟩

end SwapOnALine
```

```lean
#print axioms SwapOnALine.swapOp_productState
-- 'SwapOnALine.swapOp_productState' depends on axioms: [propext, Classical.choice, Quot.sound]
#print axioms SwapOnALine.swap_zero_cost
-- 'SwapOnALine.swap_zero_cost' depends on axioms: [propext, Classical.choice, Quot.sound]
#print axioms SwapOnALine.swap_cost_dim_one
-- 'SwapOnALine.swap_cost_dim_one' depends on axioms: [propext, Classical.choice, Quot.sound]
```
